# In the Curie–Weiss model, ln Z per spin converges to the mean-field maximum for either sign of the coupling

## Does the maximum rule survive a negative coupling?

Take two Ising spins $s_1,s_2=\pm1$ with total $M=s_1+s_2$ and Boltzmann weight $\exp(KM^2/4+hM)$. The two aligned states have weights $e^{K\pm2h}$, and the value $M=0$ occurs twice with weight 1, so

$$Z_2=e^{K+2h}+e^{K-2h}+2 .$$

Each value of $M$ contributes its weight times its multiplicity. For $N$ spins the weight is $\exp(KM^2/(2N)+hM)$, and I am told that $\frac1N\ln Z_N$ tends to the largest value, over magnetisations per spin $m=M/N$, of the Boltzmann exponent per spin plus the entropy per spin (in units of $k_B$). The derivation I know linearises $M^2$ with a real Gaussian integral, which needs $K>0$. The other route uses Stirling's formula, which is poor near full polarisation. Is the rule still true for $K<0$, and with the endpoints $m=\pm1$ included?

## Two finite-size bounds that settle it

Yes, for all real $K$ and $h$. Here $K$ is the coupling and $h$ the field, both divided by $k_BT$. For $m\in[-1,1]$ put $u=(1+m)/2$, $v=(1-m)/2$ and

$$\varphi(m)=\tfrac12Km^2+hm+S(m),\qquad S(m)=-u\ln u-v\ln v,$$

with $0\ln0=0$. Let $L$ be the maximum of $\varphi$ on $[-1,1]$, which exists because $\varphi$ is continuous there.

**From above.** With $k$ spins up, $M=2k-N$, so

$$Z_N=\sum_{k=0}^N\binom Nk\exp\!\Big(\frac{K(2k-N)^2}{2N}+h(2k-N)\Big).$$

Let $m_k=(2k-N)/N$, for which $u=k/N$ and $v=(N-k)/N$. One term of a binomial expansion with non-negative terms is at most the whole:

$$1=(u+v)^N\ge\binom Nk u^kv^{N-k}=\binom Nk e^{-NS(m_k)} .$$

Hence $\binom Nk\le e^{NS(m_k)}$. The exponent in $Z_N$ is $N(\frac12Km_k^2+hm_k)$, so each of the $N+1$ terms is at most $e^{N\varphi(m_k)}\le e^{NL}$, and $Z_N\le(N+1)e^{NL}$.

**From below.** Compare with independent spins of mean $m$. Let $p=(1+m)/2$, $B_k=\binom Nkp^k(1-p)^{N-k}$ and $d=k-Np$. Under the weights $B_k$, which sum to 1, $d$ has mean 0 and variance $Np(1-p)$. Since $M=Nm+2d$,

$$\frac{KM^2}{2N}+hM=N\big(\tfrac12Km^2+hm\big)+(2Km+2h)d+\frac{2K}Nd^2 .$$

For $0<p<1$,

$$\binom Nk=B_k\exp\!\big(NS(m)-d\,[\ln p-\ln(1-p)]\big).$$

Because $2Kp(1-p)=K(1-m^2)/2$, the $k$-th term of $Z_N$ is $B_ke^{A+x_k}$, where

$$A=N\varphi(m)+\tfrac12K(1-m^2),$$

$$x_k=\big(2Km+2h-\ln p+\ln(1-p)\big)d+\frac{2K}N\big(d^2-Np(1-p)\big).$$

The mean of $x_k$ is zero. From $e^{x}\ge1+x$ we get $Z_N\ge e^A\sum_kB_k(1+x_k)=e^A$, whatever the sign of $K$. At $m=\pm1$ the bound reads $Z_N\ge e^{N(K/2\pm h)}$, which is the weight of one fully polarised configuration.

**The limit.** Choose $m$ to be a maximiser of $\varphi$. Then

$$L+\frac{K(1-m^2)}{2N}\le\frac1N\ln Z_N\le L+\frac{\ln(N+1)}N ,$$

and both sides tend to $L$.

The correction $K(1-m^2)/2$ is easily lost by writing $Z_N\ge e^{N\varphi(m)}$. That is false for $K<0$: two spins with $h=0$ and $m=0$ would need $2e^K+2\ge4$. The correct bound, $2e^K+2\ge4e^{K/2}$, is $2(e^{K/2}-1)^2\ge0$.

### What the Lean theorem says

A configuration is a map `Fin N → Bool`, and `spin` sends `true` to $+1$ and `false` to $-1$. `partitionFunction` is the sum over all $2^N$ configurations. `meanField` is $\varphi$; it corresponds to minus the free energy per spin over $k_BT$, so it is maximised where textbooks often minimise. Lean's convention `log 0 = 0` supplies $0\ln0=0$.

The theorem `curieWeiss_variational_formula` takes any real `K` and `h` and gives a number `L` with two properties. `IsGreatest` says that `L` is a value of $\varphi$ on $[-1,1]$ and that no value there exceeds it. `Tendsto` says that $\frac1N\ln Z_N$ converges to it.

The theorem does not address whether the maximiser is unique, or how the magnetisation behaves. Every pair of spins is coupled equally, with strength $K/N$; passing to a magnet with short-range forces is a further approximation. For $K<0$ it also misses the alternating order of an antiferromagnet with two sublattices, which a single $m$ cannot describe. $Z_N$ is also the trace of $e^{-H/k_BT}$ for a quantum spin-½ Hamiltonian $H$ with this coupling and field along $z$ only, so the formula gives its limiting free energy per spin when there is no transverse field.

```lean
import Mathlib

open Finset Filter Topology
open Real (exp log)

namespace CurieWeissVariational

noncomputable section

/-- The value `+1` or `-1` of an Ising spin. -/
def spin (b : Bool) : ℝ := if b then 1 else -1

/-- The exponent of the Boltzmann weight at total magnetisation `M`, for `N ≥ 1` spins with
reduced coupling `K` and reduced field `h`. -/
def exponent (N : ℕ) (K h M : ℝ) : ℝ := K * M ^ 2 / (2 * N) + h * M

/-- The Curie-Weiss partition function of `N ≥ 1` spins, a sum over all spin configurations. -/
def partitionFunction (N : ℕ) (K h : ℝ) : ℝ :=
  ∑ s : Fin N → Bool, exp (exponent N K h (∑ i, spin (s i)))

/-- The entropy per spin at magnetisation `m` in `[-1, 1]`, with `0 ln 0 = 0`. -/
def entropy (m : ℝ) : ℝ :=
  -((1 + m) / 2 * log ((1 + m) / 2)) - (1 - m) / 2 * log ((1 - m) / 2)

/-- The mean-field functional: coupling, field and entropy terms at magnetisation `m`. -/
def meanField (K h m : ℝ) : ℝ := K * m ^ 2 / 2 + h * m + entropy m

/-- The partition function is a sum over the number `k` of up spins, weighted by the number
of configurations with `k` up spins. -/
theorem partitionFunction_eq_sum (N : ℕ) (K h : ℝ) : partitionFunction N K h =
    ∑ k ∈ range (N + 1), (N.choose k : ℝ) * exp (exponent N K h (2 * k - N)) := by
  have hspin : ∀ s : Fin N → Bool, ∑ i, spin (s i)
      = 2 * ((univ.filter (fun i => s i = true)).card : ℝ) - N := by
    intro s
    have h1 : ∀ i, spin (s i) = 2 * (if s i = true then (1 : ℝ) else 0) - 1 := by
      intro i
      cases s i <;> norm_num [spin]
    rw [sum_congr rfl (fun i _ => h1 i), sum_sub_distrib, ← mul_sum, sum_boole]
    simp
  -- a configuration is the same thing as its set of up spins
  let e : (Fin N → Bool) ≃ Finset (Fin N) :=
    { toFun := fun s => univ.filter (fun i => s i = true)
      invFun := fun A i => decide (i ∈ A)
      left_inv := by intro s; funext i; simp
      right_inv := by intro A; ext i; simp }
  have hc : ∑ A ∈ (univ : Finset (Fin N)).powerset, exp (exponent N K h (2 * (A.card : ℝ) - N))
      = _ := sum_powerset_apply_card (fun k : ℕ => exp (exponent N K h (2 * (k : ℝ) - N)))
  unfold partitionFunction
  calc _ = ∑ A : Finset (Fin N), exp (exponent N K h (2 * (A.card : ℝ) - N)) :=
        Fintype.sum_equiv e _ _ (fun s => congrArg (fun M => exp (exponent N K h M)) (hspin s))
    _ = _ := by simpa [nsmul_eq_mul] using hc

/-- The number of configurations of `N ≥ 1` spins with `k ≤ N` up spins is at most the
exponential of `N` times the entropy per spin at that magnetisation. -/
theorem choose_le_exp_entropy {N k : ℕ} (hN : 0 < N) (hk : k ≤ N) :
    (N.choose k : ℝ) ≤ exp (N * entropy ((2 * k - N) / N)) := by
  have hN' : (N : ℝ) ≠ 0 := by exact_mod_cast hN.ne'
  have hNN : (N : ℝ) * (N : ℝ)⁻¹ = 1 := mul_inv_cancel₀ hN'
  have pw : ∀ j : ℕ, ((j : ℝ) / N) ^ j = exp (j * log (j / N)) := by
    intro j
    rcases j.eq_zero_or_pos with rfl | hj
    · simp
    · rw [Real.exp_nat_mul, Real.exp_log (by positivity)]
  have hq : (k : ℝ) / N + ((N - k : ℕ) : ℝ) / N = 1 := by
    rw [← add_div, ← Nat.cast_add, Nat.add_sub_of_le hk, div_self hN']
  -- one term of the binomial distribution is at most one
  have hb := single_le_sum
    (f := fun j => ((k : ℝ) / N) ^ j * (((N - k : ℕ) : ℝ) / N) ^ (N - j) * (N.choose j : ℝ))
    (fun _ _ => by positivity) (Finset.mem_range.mpr (Nat.lt_succ_of_le hk))
  rw [← add_pow, hq, one_pow] at hb
  simp only [pw] at hb
  have hE : N * entropy ((2 * k - N) / N)
      = -(k * log (k / N) + (N - k : ℕ) * log ((N - k : ℕ) / N)) := by
    have e1 : (1 + (2 * (k : ℝ) - N) / N) / 2 = k / N := by
      linear_combination (-1 / 2) * hNN
    have e2 : (1 - (2 * (k : ℝ) - N) / N) / 2 = ((N - k : ℕ) : ℝ) / N := by
      rw [Nat.cast_sub hk]
      linear_combination (-1 / 2) * hNN
    unfold entropy
    rw [e1, e2]
    linear_combination (-(k * log (k / N)) - (N - k : ℕ) * log ((N - k : ℕ) / N)) * hNN
  rw [hE, Real.exp_neg, ← one_div, le_div_iff₀ (Real.exp_pos _), Real.exp_add,
    mul_comm (N.choose k : ℝ)]
  exact hb

/-- Mean-field lower bound: for `N ≥ 1` spins and every `m` in `[-1, 1]`, the partition function is
at least `exp (N * meanField K h m + K (1 - m²) / 2)`. -/
theorem exp_meanField_le {N : ℕ} (hN : 0 < N) (K h : ℝ) {m : ℝ} (hm : m ∈ Set.Icc (-1) 1) :
    exp (N * meanField K h m + K * (1 - m ^ 2) / 2) ≤ partitionFunction N K h := by
  have hN' : (0 : ℝ) < N := by exact_mod_cast hN
  obtain ⟨p, rfl⟩ : ∃ p, m = 2 * p - 1 := ⟨(1 + m) / 2, by ring⟩
  have hp0 : 0 ≤ p := by linarith [hm.1]
  have hp1 : 0 ≤ 1 - p := by linarith [hm.2]
  obtain ⟨B, hB⟩ : ∃ B : ℕ → ℝ, ∀ k, B k = (N.choose k : ℝ) * p ^ k * (1 - p) ^ (N - k) :=
    ⟨_, fun _ => rfl⟩
  -- normalisation, mean and variance of the number of up spins among independent spins
  have s0 : ∑ k ∈ range (N + 1), B k = 1 := by
    simpa [hB, bernsteinPolynomial, Polynomial.eval_finsetSum] using
      congrArg (Polynomial.eval p) (bernsteinPolynomial.sum ℝ N)
  have s1 : ∑ k ∈ range (N + 1), (k : ℝ) * B k = N * p := by
    simpa [hB, bernsteinPolynomial, Polynomial.eval_finsetSum, nsmul_eq_mul] using
      congrArg (Polynomial.eval p) (bernsteinPolynomial.sum_smul ℝ N)
  have s2 : ∑ k ∈ range (N + 1), (N * p - k) ^ 2 * B k = N * p * (1 - p) := by
    simpa [hB, bernsteinPolynomial, Polynomial.eval_finsetSum, nsmul_eq_mul] using
      congrArg (Polynomial.eval p) (bernsteinPolynomial.variance ℝ N)
  have hs : ∀ a b : ℝ, ∑ k ∈ range (N + 1),
      B k * (1 + (a * (k - N * p) + b * ((N * p - k) ^ 2 - N * p * (1 - p)))) = 1 := by
    intro a b
    calc _ = (1 - a * (N * p) - b * (N * p * (1 - p))) * ∑ k ∈ range (N + 1), B k
          + a * ∑ k ∈ range (N + 1), (k : ℝ) * B k
          + b * ∑ k ∈ range (N + 1), (N * p - k) ^ 2 * B k := by
          rw [mul_sum, mul_sum, mul_sum, ← sum_add_distrib, ← sum_add_distrib]
          exact sum_congr rfl (fun k _ => by ring)
      _ = 1 := by rw [s0, s1, s2]; ring
  have hpow : ∀ x : ℝ, 0 ≤ x → ∀ n : ℕ, x ^ n ≤ exp (n * log x) := by
    intro x hx n
    rw [Real.exp_nat_mul]
    exact pow_le_pow_left₀ hx (Real.le_exp_log x) n
  obtain ⟨A, hA⟩ : ∃ A, A = N * meanField K h (2 * p - 1) + K * (1 - (2 * p - 1) ^ 2) / 2 :=
    ⟨_, rfl⟩
  rw [← hA, partitionFunction_eq_sum, ← mul_one (exp A),
    ← hs (2 * K * (2 * p - 1) + 2 * h - log p + log (1 - p)) (2 * K / N), mul_sum]
  refine sum_le_sum (fun k hk => ?_)
  have hkN : k ≤ N := Nat.lt_succ_iff.mp (Finset.mem_range.mp hk)
  obtain ⟨x, hx⟩ : ∃ x, x = (2 * K * (2 * p - 1) + 2 * h - log p + log (1 - p)) * (k - N * p)
    + 2 * K / N * ((N * p - k) ^ 2 - N * p * (1 - p)) := ⟨_, rfl⟩
  have hE : exponent N K h (2 * k - N)
      = A + k * log p + (N - k : ℕ) * log (1 - p) + x := by
    rw [hA, hx, Nat.cast_sub hkN]
    unfold exponent meanField entropy
    rw [show (1 + (2 * p - 1)) / 2 = p by ring, show (1 - (2 * p - 1)) / 2 = 1 - p by ring]
    generalize log p = y
    generalize log (1 - p) = z
    field_simp
    ring
  have h1 := hpow p hp0 k
  have h2 := hpow (1 - p) hp1 (N - k)
  have hBk : 0 ≤ B k := by rw [hB]; positivity
  rw [← hx]
  calc exp A * (B k * (1 + x)) ≤ exp A * (B k * exp x) := by
        gcongr
        linarith [Real.add_one_le_exp x]
    _ ≤ exp A * ((N.choose k : ℝ) * exp (k * log p) * exp ((N - k : ℕ) * log (1 - p))
          * exp x) := by
        rw [hB]
        gcongr
    _ = _ := by
        rw [hE, Real.exp_add, Real.exp_add, Real.exp_add]
        ring

/-- If `L` bounds the mean-field functional from above on `[-1, 1]`, the partition function of
`N ≥ 1` spins is at most `(N + 1) exp (N L)`. -/
theorem partitionFunction_le {N : ℕ} (hN : 0 < N) {K h L : ℝ}
    (hL : ∀ m ∈ Set.Icc (-1 : ℝ) 1, meanField K h m ≤ L) :
    partitionFunction N K h ≤ (N + 1) * exp (N * L) := by
  have hN' : (0 : ℝ) < N := by exact_mod_cast hN
  rw [partitionFunction_eq_sum]
  calc _ ≤ ∑ _k ∈ range (N + 1), exp (N * L) := by
        refine sum_le_sum (fun k hk => ?_)
        have hkN : k ≤ N := Nat.lt_succ_iff.mp (Finset.mem_range.mp hk)
        have hk' : (k : ℝ) ≤ N := by exact_mod_cast hkN
        have hk0 : (0 : ℝ) ≤ k := Nat.cast_nonneg k
        have hc := choose_le_exp_entropy hN hkN
        obtain ⟨x, hx⟩ : ∃ x : ℝ, x = (2 * k - N) / N := ⟨_, rfl⟩
        rw [← hx] at hc
        have hxN : 2 * (k : ℝ) - N = N * x := by rw [hx]; field_simp
        have hxI : x ∈ Set.Icc (-1 : ℝ) 1 := ⟨by nlinarith, by nlinarith⟩
        have hE : N * entropy x + exponent N K h (2 * k - N) = N * meanField K h x := by
          have hq : K * (N * x) ^ 2 / (2 * N) = N * (K * x ^ 2 / 2) := by field_simp
          unfold exponent meanField
          rw [hxN, hq]
          ring
        calc _ ≤ exp (N * entropy x) * exp (exponent N K h (2 * k - N)) :=
              mul_le_mul_of_nonneg_right hc (Real.exp_pos _).le
          _ = exp (N * meanField K h x) := by rw [← Real.exp_add, hE]
          _ ≤ exp (N * L) := Real.exp_le_exp.mpr (mul_le_mul_of_nonneg_left (hL x hxI) hN'.le)
    _ = _ := by simp

/-- The mean-field functional is continuous in the magnetisation. -/
theorem continuous_meanField (K h : ℝ) : Continuous (meanField K h) := by
  have h1 : Continuous (fun m : ℝ => (1 + m) / 2 * log ((1 + m) / 2)) :=
    Real.continuous_mul_log.comp (by fun_prop : Continuous fun m : ℝ => (1 + m) / 2)
  have h2 : Continuous (fun m : ℝ => (1 - m) / 2 * log ((1 - m) / 2)) :=
    Real.continuous_mul_log.comp (by fun_prop : Continuous fun m : ℝ => (1 - m) / 2)
  have h3 : Continuous (fun m : ℝ => K * m ^ 2 / 2 + h * m) := by fun_prop
  exact h3.add (h1.neg.sub h2)

/-- Curie-Weiss variational formula: for all real `K` and `h`, the logarithm of the partition
function per spin converges, as the number of spins grows, to the maximum of the mean-field
functional over magnetisations in `[-1, 1]`. -/
theorem curieWeiss_variational_formula (K h : ℝ) :
    ∃ L, IsGreatest (meanField K h '' Set.Icc (-1) 1) L ∧
      Tendsto (fun N : ℕ => 1 / (N : ℝ) * log (partitionFunction N K h)) atTop (𝓝 L) := by
  obtain ⟨m, hm, hmax⟩ := isCompact_Icc.exists_isMaxOn
    (⟨0, by norm_num⟩ : (Set.Icc (-1 : ℝ) 1).Nonempty) (continuous_meanField K h).continuousOn
  have hub : ∀ x ∈ Set.Icc (-1 : ℝ) 1, meanField K h x ≤ meanField K h m :=
    fun x hx => hmax hx
  refine ⟨meanField K h m, ⟨⟨m, hm, rfl⟩, by rintro _ ⟨x, hx, rfl⟩; exact hub x hx⟩, ?_⟩
  have hinv : Tendsto (fun N : ℕ => (N : ℝ)⁻¹) atTop (𝓝 0) :=
    tendsto_inv_atTop_zero.comp tendsto_natCast_atTop_atTop
  have hlog : Tendsto (fun N : ℕ => log (N : ℝ) / (N : ℝ)) atTop (𝓝 0) :=
    Real.isLittleO_log_id_atTop.tendsto_div_nhds_zero.comp tendsto_natCast_atTop_atTop
  have hlow := (hinv.const_mul (K * (1 - m ^ 2) / 2)).const_add (meanField K h m)
  have hupp := ((hinv.const_mul (log 2)).add hlog).const_add (meanField K h m)
  rw [mul_zero, add_zero] at hlow
  rw [mul_zero, add_zero, add_zero] at hupp
  -- squeeze between the two finite-size bounds
  refine tendsto_of_tendsto_of_tendsto_of_le_of_le' hlow hupp ?_ ?_
  · filter_upwards [eventually_gt_atTop 0] with N hN
    have hN' : (0 : ℝ) < N := by exact_mod_cast hN
    have h1 := Real.log_le_log (Real.exp_pos _) (exp_meanField_le hN K h hm)
    rw [Real.log_exp] at h1
    calc _ = 1 / (N : ℝ) * (N * meanField K h m + K * (1 - m ^ 2) / 2) := by field_simp
      _ ≤ _ := mul_le_mul_of_nonneg_left h1 (by positivity)
  · filter_upwards [eventually_gt_atTop 0] with N hN
    have hN' : (0 : ℝ) < N := by exact_mod_cast hN
    have hN1 : (1 : ℝ) ≤ N := by exact_mod_cast hN
    have hZ := lt_of_lt_of_le (Real.exp_pos _) (exp_meanField_le hN K h hm)
    have h1 := Real.log_le_log hZ (partitionFunction_le hN hub)
    rw [Real.log_mul (by positivity) (Real.exp_pos _).ne', Real.log_exp] at h1
    have h2 : log ((N : ℝ) + 1) ≤ log 2 + log N := by
      rw [← Real.log_mul two_ne_zero hN'.ne']
      exact Real.log_le_log (by positivity) (by linarith)
    calc _ ≤ 1 / (N : ℝ) * (log 2 + log N + N * meanField K h m) :=
          mul_le_mul_of_nonneg_left (by linarith) (by positivity)
      _ = _ := by
          generalize log (N : ℝ) = y
          field_simp
          ring

end

end CurieWeissVariational
```

```lean
#print axioms CurieWeissVariational.curieWeiss_variational_formula
```

```
'CurieWeissVariational.curieWeiss_variational_formula' depends on axioms: [propext, Classical.choice, Quot.sound]
```

### How the Lean proof carries out these steps

- `partitionFunction_eq_sum` groups the configurations. The equivalence `e` identifies a configuration with its set of up spins, and a Mathlib lemma sums over subsets by size.
- `choose_le_exp_entropy` is the binomial bound: `single_le_sum` picks out one term and `add_pow` evaluates the whole sum.
- `partitionFunction_le` multiplies that bound by the Boltzmann weight and adds $N+1$ equal upper bounds.
- `exp_meanField_le` is the lower bound. The sums `s0`, `s1` and `s2` are the normalisation, mean and variance, taken from Mathlib's Bernstein polynomials. `hs` states that $\sum_kB_k(1+x_k)=1$, and `hE` is the expansion of the exponent. The inequality `hpow`, $x^n\le e^{n\ln x}$ for $x\ge0$, lets the endpoints go through without a separate case.
- `continuous_meanField` rests on the continuity of $x\ln x$, including at zero.
- The final theorem obtains a maximiser by compactness, takes logarithms of both bounds and squeezes. It replaces $\ln(N+1)$ by the larger $\ln2+\ln N$, which still vanishes after division by $N$.
